# The zero-energy s-wave Born series of a square well converges uniformly exactly when \(|\lambda|R^2<\pi^2/4\)

Take a well of radius 1 and the integral operator \((Kf)(r)=\int_0^1\min(r,s)\,f(s)\,ds\). Applied to \(\sin(\pi r/2)\), it returns the same function multiplied by \(4/\pi^2\approx0.405\). If this sine were the incoming wave, the Born series for a well of depth \(V_0\) and strength \(\lambda=2MV_0/\hbar^2\), with \(M\) the mass of the particle, would be geometric with ratio \(4\lambda/\pi^2\), and it would converge exactly when \(|\lambda|<\pi^2/4\approx2.467\).

The free wave \(f_0(r)=r\) is not an eigenfunction, but on \([0,1]\) it lies between \(2/\pi\) times the sine and the sine itself. Since \(K\) preserves inequalities, the free wave inherits the threshold.

For a general radius \(R>0\), the operator is
\[
(Kf)(r)=\int_0^R\min(r,s)\,f(s)\,ds ,
\]
and the partial sums of the Born series are
\[
S_N(r)=\sum_{m=0}^{N-1}\lambda^m (K^m f_0)(r).
\]
For real \(\lambda\), they converge uniformly on \([0,R]\) if and only if \(|\lambda|R^2<\pi^2/4\).

## Fixed-point iteration for the interior wave

Let \(u(r)\) be \(r\) times the s-wave function. Inside the well its zero-energy equation is \(u''=-\lambda u\), where \(\lambda=2MV_0/\hbar^2\) for a particle of mass \(M\) and a well of depth \(V_0\). Positive \(\lambda\) is attractive and negative \(\lambda\) repulsive. With \(u(0)=0\) and \(u'(R)=1\), the integral form is \(u=f_0+\lambda Ku\).

With the integral evaluated exactly, iterating \(S_{N+1}=f_0+\lambda KS_N\) from \(S_0=0\) produces these partial sums. The theorem therefore gives a benchmark for a scattering solver that iterates this equation on a sufficiently fine radial grid. It does not apply to a solver that iterates the Volterra form, whose integral runs only from \(0\) to \(r\): for this well that series converges for every \(\lambda\).

## From the quarter-wave to the free wave

Let \(k\neq0\) and \(0\le r\le R\). Splitting the integral at \(s=r\) gives
\[
\int_0^r s\sin(ks)\,ds=\frac{\sin kr}{k^2}-\frac{r\cos kr}{k},
\qquad
r\int_r^R\sin(ks)\,ds=\frac{r\cos kr-r\cos kR}{k}.
\]
The terms in \(\cos kr\) cancel in the sum:
\[
K\sin(k\,\cdot)(r)=\frac{\sin kr}{k^2}-\frac{r\cos kR}{k}.
\]
For \(k=\pi/(2R)\) the last term vanishes. The quarter-wave \(g(r)=\sin(\pi r/(2R))\) thus satisfies \(Kg=\mu g\) on \([0,R]\), with \(\mu=4R^2/\pi^2\). Physically, \(\lambda=1/\mu\) is the strength at which an attractive well is about to bind its first s state: \(g\) then solves the zero-energy equation inside and joins a constant outside with zero slope.

For \(0\le x\le\pi/2\) we have \(2x/\pi\le\sin x\le x\). Setting \(x=\pi r/(2R)\) and rearranging gives
\[
\frac{2R}{\pi}\,g(r)\le r\le R\,g(r).
\]
The kernel is nonnegative on the well, so \(K\) preserves both inequalities. Applying it \(n\) times yields
\[
\frac{2R}{\pi}\,\mu^n g(r)\le (K^n f_0)(r)\le R\,\mu^n g(r),\qquad n\ge0.
\]

Write \(q=|\lambda|\mu\), so that \(q<1\) is the same condition as \(|\lambda|R^2<\pi^2/4\). Because \(g\le1\), the \(n\)-th Born term is at most \(Rq^n\) in absolute value. If \(q<1\), the Weierstrass test gives uniform convergence.

If \(q\ge1\), fix any \(r\) with \(0<r\le R\). The absolute value of the \(n\)-th term is at least \((2R/\pi)\,g(r)\,q^n\ge(2R/\pi)\,g(r)>0\). The terms do not tend to zero, so the series diverges at that point, and uniform convergence on \([0,R]\) fails. This includes the case of equality, \(q=1\).

## Three Born terms at the edge of a unit well

For \(R=1\), direct integration gives
\[
Kf_0=\frac r2-\frac{r^3}{6},\qquad
K^2f_0=\frac{5r}{24}-\frac{r^3}{12}+\frac{r^5}{120}.
\]
At \(r=1\), the values of \(f_0\), \(Kf_0\) and \(K^2f_0\) are \(1\), \(1/3\) and \(2/15\). The bounds for \(n=2\) read \(0.105\le0.133\le0.164\).

| \(\lambda\) | \(q\) | first three Born terms at \(r=1\) |
|---|---:|---|
| \(1\) | \(0.405\) | \(1,\ 0.333,\ 0.133\) |
| \(3\) | \(1.216\) | \(1,\ 1,\ 1.2\) |
| \(-3\) | \(1.216\) | \(1,\ -1,\ 1.2\) |

The repulsive case diverges as well, although substitution shows that its integral equation has the regular solution \(\sinh(\kappa r)/(\kappa\cosh\kappa R)\) with \(\kappa^2=-\lambda\). A diverging iteration is therefore no sign that the wave itself is singular.

## The square-well series in Lean

```lean
import Mathlib

open Real Filter Topology Set

namespace SquareWellBornSeries

noncomputable section

/-- The zero-energy s-wave integral operator of a well of radius `R`:
`(K f)(r) = ∫₀ᴿ min(r, s) f(s) ds`. -/
def green (R : ℝ) (f : ℝ → ℝ) (r : ℝ) : ℝ := ∫ s in (0 : ℝ)..R, min r s * f s

/-- The quarter-wave `sin(π r / (2R))`, for `R ≠ 0`. -/
def ground (R r : ℝ) : ℝ := sin (π / (2 * R) * r)

/-- The sum of the first `N` Born terms `lam ^ m K ^ m f₀`, with the free wave `f₀(r) = r`. -/
def bornSum (R lam : ℝ) (N : ℕ) (r : ℝ) : ℝ :=
  ∑ m ∈ Finset.range N, lam ^ m * (green R)^[m] (fun s => s) r

/-- The integral operator commutes with multiplication by a constant. -/
theorem green_const_mul (R c : ℝ) (f : ℝ → ℝ) (r : ℝ) :
    green R (fun s => c * f s) r = c * green R f r := by
  unfold green
  rw [← intervalIntegral.integral_const_mul]
  refine intervalIntegral.integral_congr fun s _ => ?_
  dsimp only
  ring

/-- Every iterate of the integral operator on a continuous wave is continuous. -/
theorem continuous_iterate (R : ℝ) {f : ℝ → ℝ} (hf : Continuous f) (n : ℕ) :
    Continuous ((green R)^[n] f) := by
  induction n with
  | zero => exact hf
  | succ n ih =>
    rw [Function.iterate_succ_apply']
    have h : Continuous (Function.uncurry fun r s : ℝ => min r s * (green R)^[n] f s) :=
      (continuous_fst.min continuous_snd).mul (ih.comp continuous_snd)
    exact intervalIntegral.continuous_parametric_intervalIntegral_of_continuous' h 0 R

/-- The operator applied to `sin(k r)`, `k ≠ 0`, gives `sin(k r)/k² - r cos(k R)/k`
inside the well. -/
theorem green_sin {R k r : ℝ} (hk : k ≠ 0) (hr : r ∈ Icc 0 R) :
    green R (fun s => sin (k * s)) r = sin (k * r) / k ^ 2 - r * cos (k * R) / k := by
  have hl (s : ℝ) : HasDerivAt (fun s => k * s) k s := by
    simpa using (hasDerivAt_id' s).const_mul k
  have hint (a b : ℝ) :
      IntervalIntegrable (fun s => min r s * sin (k * s)) MeasureTheory.volume a b :=
    ((continuous_const.min continuous_id).mul (by fun_prop)).intervalIntegrable _ _
  -- below `r` the kernel is `s`
  have h1 : ∫ s in (0 : ℝ)..r, min r s * sin (k * s)
      = sin (k * r) / k ^ 2 - r * cos (k * r) / k := by
    have e : ∫ s in (0 : ℝ)..r, min r s * sin (k * s) = ∫ s in (0 : ℝ)..r, s * sin (k * s) := by
      refine intervalIntegral.integral_congr fun s hs => ?_
      rw [uIcc_of_le hr.1] at hs
      simp only [min_eq_right hs.2]
    have d (s : ℝ) : HasDerivAt (fun s => sin (k * s) / k ^ 2 - s * cos (k * s) / k)
        (s * sin (k * s)) s := by
      refine (((hl s).sin.div_const (k ^ 2)).fun_sub
        (((hasDerivAt_id' s).fun_mul (hl s).cos).div_const k)).congr_deriv ?_
      field_simp
      ring
    rw [e, intervalIntegral.integral_eq_sub_of_hasDerivAt (fun s _ => d s)
      ((by fun_prop : Continuous fun s => s * sin (k * s)).intervalIntegrable _ _)]
    simp
  -- above `r` the kernel is the constant `r`
  have h2 : ∫ s in r..R, min r s * sin (k * s)
      = -(r * cos (k * R) / k) + r * cos (k * r) / k := by
    have e : ∫ s in r..R, min r s * sin (k * s) = ∫ s in r..R, r * sin (k * s) := by
      refine intervalIntegral.integral_congr fun s hs => ?_
      rw [uIcc_of_le hr.2] at hs
      simp only [min_eq_left hs.1]
    have d (s : ℝ) : HasDerivAt (fun s => -(r * cos (k * s) / k)) (r * sin (k * s)) s :=
      (((hl s).cos.const_mul r).div_const k).fun_neg.congr_deriv (by field_simp)
    rw [e, intervalIntegral.integral_eq_sub_of_hasDerivAt (fun s _ => d s)
      ((by fun_prop : Continuous fun s => r * sin (k * s)).intervalIntegrable _ _)]
    ring
  unfold green
  rw [← intervalIntegral.integral_add_adjacent_intervals (hint 0 r) (hint r R), h1, h2]
  ring

/-- For `R > 0` the quarter-wave is an eigenfunction of the integral operator on `[0, R]`,
with eigenvalue `4R²/π²`. -/
theorem green_ground {R r : ℝ} (hR : 0 < R) (hr : r ∈ Icc 0 R) :
    green R (ground R) r = 4 * R ^ 2 / π ^ 2 * ground R r := by
  have h := green_sin (k := π / (2 * R)) (by positivity) hr
  have hc : π / (2 * R) * R = π / 2 := by field_simp
  rw [hc, cos_pi_div_two, mul_zero, zero_div, sub_zero] at h
  have hs (x : ℝ) : x / (π / (2 * R)) ^ 2 = 4 * R ^ 2 / π ^ 2 * x := by
    field_simp
    ring
  exact h.trans (hs _)

/-- For `R > 0` the free wave `r` lies on `[0, R]` between `2R/π` times and `R` times
the quarter-wave. -/
theorem free_bounds {R r : ℝ} (hR : 0 < R) (hr : r ∈ Icc 0 R) :
    2 * R / π * ground R r ≤ r ∧ r ≤ R * ground R r := by
  have hx0 : 0 ≤ π / (2 * R) * r := mul_nonneg (by positivity) hr.1
  have hx1 : π / (2 * R) * r ≤ π / 2 := by
    calc π / (2 * R) * r ≤ π / (2 * R) * R := mul_le_mul_of_nonneg_left hr.2 (by positivity)
      _ = π / 2 := by field_simp
  constructor
  · calc 2 * R / π * ground R r ≤ 2 * R / π * (π / (2 * R) * r) :=
          mul_le_mul_of_nonneg_left (sin_le hx0) (by positivity)
      _ = r := by field_simp
  · calc r = R * (2 / π * (π / (2 * R) * r)) := by field_simp
      _ ≤ R * ground R r := mul_le_mul_of_nonneg_left (mul_le_sin hx0 hx1) hR.le

/-- If a continuous wave lies between `a` and `b` times the quarter-wave on `[0, R]`, `R > 0`,
its `n`-th iterate lies between the same multiples scaled by `(4R²/π²)ⁿ`. -/
theorem iterate_bounds {R a b : ℝ} (hR : 0 < R) {f : ℝ → ℝ} (hf : Continuous f)
    (h : ∀ r ∈ Icc 0 R, a * ground R r ≤ f r ∧ f r ≤ b * ground R r) (n : ℕ) :
    ∀ r ∈ Icc 0 R, a * (4 * R ^ 2 / π ^ 2) ^ n * ground R r ≤ (green R)^[n] f r ∧
      (green R)^[n] f r ≤ b * (4 * R ^ 2 / π ^ 2) ^ n * ground R r := by
  induction n with
  | zero => simpa using h
  | succ n ih =>
    intro r hr
    -- the kernel is nonnegative, so the operator preserves order
    have mono (f g : ℝ → ℝ) (hf : Continuous f) (hg : Continuous g)
        (hfg : ∀ s ∈ Icc 0 R, f s ≤ g s) : green R f r ≤ green R g r :=
      intervalIntegral.integral_mono_on hR.le
        (((continuous_const.min continuous_id).mul hf).intervalIntegrable _ _)
        (((continuous_const.min continuous_id).mul hg).intervalIntegrable _ _)
        fun s hs => mul_le_mul_of_nonneg_left (hfg s hs) (le_min hr.1 hs.1)
    have key (c : ℝ) : green R (fun s => c * (4 * R ^ 2 / π ^ 2) ^ n * ground R s) r
        = c * (4 * R ^ 2 / π ^ 2) ^ (n + 1) * ground R r := by
      rw [green_const_mul R (c * (4 * R ^ 2 / π ^ 2) ^ n) (ground R) r, green_ground hR hr]
      ring
    have hg (c : ℝ) : Continuous fun s => c * ground R s := by
      unfold ground
      fun_prop
    rw [Function.iterate_succ_apply', ← key a, ← key b]
    exact ⟨mono _ _ (hg _) (continuous_iterate R hf n) fun s hs => (ih s hs).1,
      mono _ _ (continuous_iterate R hf n) (hg _) fun s hs => (ih s hs).2⟩

/-- If the Born series converges at a single point `0 < r ≤ R`, then `|lam| R² < π²/4`. -/
theorem bound_of_converges_at {R lam r u : ℝ} (h0 : 0 < r) (hrR : r ≤ R)
    (h : Tendsto (fun N => bornSum R lam N r) atTop (𝓝 u)) : |lam| * R ^ 2 < π ^ 2 / 4 := by
  have hR : 0 < R := h0.trans_le hrR
  have hr : r ∈ Icc 0 R := ⟨h0.le, hrR⟩
  by_contra hcon
  have hq : 1 ≤ |lam| * (4 * R ^ 2 / π ^ 2) := by
    rw [← mul_div_assoc, one_le_div (by positivity)]
    linarith [not_lt.1 hcon]
  have hg : 0 < ground R r := by
    by_contra hg
    nlinarith [mul_nonneg hR.le (neg_nonneg.2 (not_lt.1 hg)), (free_bounds hR hr).2]
  have hc : 0 < 2 * R / π * ground R r := by positivity
  -- the terms of a convergent series tend to zero
  have ht : Tendsto (fun n => lam ^ n * (green R)^[n] (fun s => s) r) atTop (𝓝 0) := by
    have h1 := (h.comp (tendsto_add_atTop_nat 1)).sub h
    rw [sub_self] at h1
    refine h1.congr fun n => ?_
    simp only [bornSum, Function.comp_apply, Finset.sum_range_succ, add_sub_cancel_left]
  have he := ht.abs
  rw [abs_zero] at he
  obtain ⟨n, hn⟩ := (he.eventually_lt_const hc).exists
  have hb := (iterate_bounds hR continuous_id' (fun s hs => free_bounds hR hs) n r hr).1
  refine absurd hn (not_lt_of_ge ?_)
  calc 2 * R / π * ground R r
      ≤ 2 * R / π * ground R r * (|lam| * (4 * R ^ 2 / π ^ 2)) ^ n :=
        le_mul_of_one_le_right hc.le (one_le_pow₀ hq)
    _ = |lam| ^ n * (2 * R / π * (4 * R ^ 2 / π ^ 2) ^ n * ground R r) := by
        rw [mul_pow]; ring
    _ ≤ |lam| ^ n * |(green R)^[n] (fun s => s) r| :=
        mul_le_mul_of_nonneg_left (hb.trans (le_abs_self _)) (by positivity)
    _ = |lam ^ n * (green R)^[n] (fun s => s) r| := by rw [abs_mul, abs_pow]

/-- For a well of radius `R > 0` and real strength `lam`, the zero-energy s-wave Born series
converges uniformly on `[0, R]` if and only if `|lam| R² < π²/4`. -/
theorem born_converges_iff {R : ℝ} (hR : 0 < R) (lam : ℝ) :
    (∃ u : ℝ → ℝ, TendstoUniformlyOn (bornSum R lam) u atTop (Icc 0 R)) ↔
      |lam| * R ^ 2 < π ^ 2 / 4 := by
  constructor
  · rintro ⟨u, hu⟩
    exact bound_of_converges_at hR le_rfl (hu.tendsto_at ⟨hR.le, le_rfl⟩)
  · intro h
    have hq : |lam| * (4 * R ^ 2 / π ^ 2) < 1 := by
      rw [← mul_div_assoc, div_lt_one (by positivity)]
      linarith
    -- a geometric series dominates the Born terms
    have hs : Summable fun n : ℕ => R * (|lam| * (4 * R ^ 2 / π ^ 2)) ^ n :=
      (summable_geometric_of_lt_one (by positivity) hq).mul_left R
    refine ⟨_, tendstoUniformlyOn_tsum_nat hs fun n r hr => ?_⟩
    have hb := iterate_bounds (a := 0) hR continuous_id'
      (fun s hs => ⟨by simpa using hs.1, (free_bounds hR hs).2⟩) n r hr
    have hpos : 0 ≤ (green R)^[n] (fun s => s) r := by simpa using hb.1
    rw [Real.norm_eq_abs, abs_mul, abs_pow, abs_of_nonneg hpos]
    calc |lam| ^ n * (green R)^[n] (fun s => s) r
        ≤ |lam| ^ n * (R * (4 * R ^ 2 / π ^ 2) ^ n * 1) :=
          mul_le_mul_of_nonneg_left (hb.2.trans
            (mul_le_mul_of_nonneg_left (sin_le_one _) (by positivity))) (by positivity)
      _ = R * (|lam| * (4 * R ^ 2 / π ^ 2)) ^ n := by rw [mul_pow]; ring

end

end SquareWellBornSeries
```

```lean
#print axioms SquareWellBornSeries.born_converges_iff
```

```
'SquareWellBornSeries.born_converges_iff' depends on axioms: [propext, Classical.choice, Quot.sound]
```

## Uniform convergence to some limit on the whole well

`green R f r` is \((Kf)(r)\) for a function `f : ℝ → ℝ`, and `ground R r` is \(g(r)\). In `bornSum R lam N r`, the expression `(green R)^[m]` means that the operator is applied \(m\) times, so the terms are genuine iterates on the free wave. The index runs over \(m=0,\dots,N-1\), and `lam` is the real strength \(\lambda\).

`born_converges_iff` assumes only `0 < R`. Its left side says that some function `u` exists to which the partial sums converge uniformly on `Icc 0 R`, the closed interval \([0,R]\). Its right side is the strict inequality. The companion theorem `bound_of_converges_at` is stronger in one direction: convergence at a single point with \(0<r\le R\) already forces the inequality.

The limit `u` is not identified with the solution of the integral equation. Passing to the limit in the iteration would show that it satisfies the equation, but the file does not take that step. The model has a constant real potential, zero energy and only the s wave. The operator is the continuous integral, so a quadrature grid replaces it by a matrix with its own convergence threshold, and rounding is absent.

The lemmas follow the derivation:

- `green_sin` splits the integral at \(r\), replaces the minimum by \(s\) or \(r\), and evaluates each part from an antiderivative. `green_ground` then sets \(k=\pi/(2R)\).
- `free_bounds` gets the two sine inequalities from Mathlib's `sin_le` and `mul_le_sin`.
- `iterate_bounds` carries them through \(n\) applications by induction, with `green_const_mul` moving constants out of the integral.
- `bound_of_converges_at` argues by contradiction. It subtracts consecutive partial sums to show that the terms tend to zero, which conflicts with the lower bound.
- `born_converges_iff` applies that lemma at \(r=R\) for one direction. For the other, it passes the geometric majorant to `tendstoUniformlyOn_tsum_nat`, Mathlib's form of the Weierstrass test.

## Order preservation through `integral_mono_on`

The induction in `iterate_bounds` turns on `intervalIntegral.integral_mono_on`, which compares two integrals when their integrands are ordered on the interval of integration. It needs three things: ordered endpoints, integrability of both integrands, and the pointwise inequality.

The endpoints are ordered because \(R>0\). Integrability comes from continuity, which `continuous_iterate` supplies for every iterate; Lean assigns the value zero to the integral of a non-integrable function, so an inequality between integrands alone would not be enough.

The pointwise inequality is required only on \([0,R]\). This matters because the upper bound \(r\le R\,g(r)\) fails for every \(r>R\), while the Lean functions are defined on all of \(\mathbb R\). The term `le_min hr.1 hs.1` proves that the kernel is nonnegative from \(r\ge0\) and \(s\ge0\), and multiplying by it keeps the order. A kernel that changed sign would break the argument here.
